# As escape becomes fast, the stationary current through a finite island tends to its first entry rate

An island holds $n = 0,\dots,N$ excess electrons. Below charge $N$ it gains one at rate $a_n\ge0$, and above charge 0 it loses one at rate $s\,b_n$ with $b_n>0$, where $s$ scales all escape rates together. For each $s>0$, the limit theorems accept any probabilities $p_n(s)$, written `P s n` in Lean, that are nonnegative, sum to 1 and do not change in time. If $N\ge1$, then $p_0(s)\to1$ and the current, counted in electrons entering per unit time, tends to $a_0$ as $s\to\infty$.

In a rate-equation model of sequential tunnelling where electrons enter only from the source and leave only to the drain, this is the regime in which the source junction alone limits the current. The entry rates must not depend on $s$, and in a real device escape, though much faster than entry, must stay slow enough for the rate equation to hold.

```lean
import Mathlib

open Filter Topology

namespace CoulombBlockade

noncomputable section
```

## Flows between neighbouring charges

Let $J_n = a_n p_n - b_{n+1}p_{n+1}$ be the net upward probability flow between charges $n$ and $n+1$, with $b_n$ standing for the full downward rate until $s$ returns. The master equation is
$$\dot p_n = J_{n-1} - J_n,\qquad J_{-1}=J_N=0 .$$
The rates are functions on all natural numbers, and the two `if` conditions remove the links below 0 and above $N$. The full island therefore accepts no electron, whatever value `a N` has, and an island at charge 0 loses none, whatever value `b 0` has. Both cut-offs are physical assumptions: entry at charge $N$ and escape from charge 0 are taken to be forbidden.

```lean
/-- Rate of change of the probability of charge `n` on an island with charges `0, ..., N`:
net flow through the link below `n` minus net flow through the link above `n`.
Here `a n` is the rate of `n → n + 1` and `b n` the rate of `n → n - 1`. -/
def masterRate (N : ℕ) (a b p : ℕ → ℝ) (n : ℕ) : ℝ :=
  (if 0 < n then a (n - 1) * p (n - 1) - b n * p n else 0) -
    (if n < N then a n * p n - b (n + 1) * p (n + 1) else 0)
```

A distribution is stationary if $p_n\ge0$, $\sum_{n=0}^N p_n=1$ and $\dot p_n=0$ for all $n\le N$. Values of `p` above $N$ play no role.

```lean
/-- A stationary charge distribution: nonnegative, normalised, and constant in time under
the master equation. -/
structure IsStationary (N : ℕ) (a b p : ℕ → ℝ) : Prop where
  nonneg : ∀ n ≤ N, 0 ≤ p n
  total : ∑ n ∈ Finset.range (N + 1), p n = 1
  steady : ∀ n ≤ N, masterRate N a b p n = 0
```

The current counts electrons entering per unit time,
$$I=\sum_{n=0}^{N-1}a_np_n .$$
It is the current through the device if electrons enter only from the source and leave only to the drain. Multiplying by the electron charge gives the electric current.

```lean
/-- The current of electrons entering the island; the full island accepts no electron. -/
def current (N : ℕ) (a p : ℕ → ℝ) : ℝ := ∑ n ∈ Finset.range N, a n * p n
```

In this model, the charging energy, bias and temperature of a Coulomb-blockaded device act only through the rates $a_n$ and $b_n$ and through the choice of allowed charges. The blockade itself is not derived, and coherence and cotunnelling are absent.

## Balance on every link fixes the distribution

The candidate solution has weights and normalised probabilities
$$w_n=\prod_{k=0}^{n-1}\frac{a_k}{b_{k+1}},\qquad p_n=\frac{w_n}{Z},\qquad Z=\sum_{m=0}^N w_m .$$

```lean
/-- Unnormalised weight of charge `n`, a product of rate ratios, for nonzero downward rates
`b 1, ..., b n`. -/
def chargeWeight (a b : ℕ → ℝ) (n : ℕ) : ℝ := ∏ k ∈ Finset.range n, a k / b (k + 1)

/-- Normalised weight of charge `n`, for nonzero downward rates `b 1, ..., b N` and a nonzero
sum of weights. -/
def chargeProb (N : ℕ) (a b : ℕ → ℝ) (n : ℕ) : ℝ :=
  chargeWeight a b n / ∑ m ∈ Finset.range (N + 1), chargeWeight a b m
```

These formulas follow because a stationary distribution has no net flow on any link. To see why, start at the bottom. $\dot p_0=0$ gives $J_0=0$, and $\dot p_n=0$ then gives $J_n=J_{n-1}=0$ for each next $n<N$. Conversely, if all flows vanish, so does every $\dot p_n$. The proof is this induction, with `linarith` subtracting the flow already known to be zero.

```lean
variable {N : ℕ} {a b p : ℕ → ℝ}

/-- The master equation is steady exactly when upward and downward flows balance on every
link between neighbouring charges. -/
theorem steady_iff_balance : (∀ n ≤ N, masterRate N a b p n = 0) ↔
    ∀ n < N, a n * p n = b (n + 1) * p (n + 1) := by
  constructor
  · intro h n
    -- no flow enters below charge 0, so the net flow vanishes link by link
    induction n with
    | zero =>
      intro hn
      have h1 := h 0 (Nat.zero_le N)
      rw [masterRate, if_neg (Nat.lt_irrefl 0), if_pos hn] at h1
      linarith
    | succ n ih =>
      intro hn
      have h1 := h (n + 1) hn.le
      rw [masterRate, if_pos (show 0 < n + 1 by omega), if_pos hn, Nat.add_sub_cancel] at h1
      linarith [ih (by omega)]
  · intro h n hn
    have h1 : (if n < N then a n * p n - b (n + 1) * p (n + 1) else 0) = 0 := by
      split_ifs with hlt
      · linarith [h n hlt]
      · rfl
    have h2 : (if 0 < n then a (n - 1) * p (n - 1) - b n * p n else 0) = 0 := by
      split_ifs with hpos
      · have h3 := h (n - 1) (by omega)
        rw [Nat.sub_add_cancel (show 1 ≤ n from hpos)] at h3
        linarith
      · rfl
    rw [masterRate, h1, h2, sub_zero]
```

Now let $a_n\ge0$ and $b_{n+1}>0$ for $n<N$. Balance reads $p_{n+1}=(a_n/b_{n+1})\,p_n$, so $p_n=w_np_0$ by induction, and normalisation gives $Zp_0=1$. Since $w_0=1$ and the other weights are nonnegative, $Z\ge1$ and the division is sound. In the other direction, the weights satisfy $a_nw_n=b_{n+1}w_{n+1}$, which is `hstep` in the proof, and dividing by $Z$ preserves this. An entry rate may vanish: all charges above that link then have probability zero.

```lean
/-- The island has exactly one stationary charge distribution, given by the normalised
products of rate ratios. -/
theorem isStationary_iff (ha : ∀ n < N, 0 ≤ a n) (hb : ∀ n < N, 0 < b (n + 1)) :
    IsStationary N a b p ↔ ∀ n ≤ N, p n = chargeProb N a b n := by
  have hw : ∀ n ≤ N, 0 ≤ chargeWeight a b n := by
    intro n hn
    unfold chargeWeight
    refine Finset.prod_nonneg fun k hk => ?_
    have hk' : k < N := lt_of_lt_of_le (Finset.mem_range.1 hk) hn
    exact div_nonneg (ha k hk') (hb k hk').le
  have hZ : 0 < ∑ m ∈ Finset.range (N + 1), chargeWeight a b m := by
    have h0 : chargeWeight a b 0 = 1 := by simp [chargeWeight]
    have h1 : 0 ≤ ∑ m ∈ Finset.range N, chargeWeight a b (m + 1) :=
      Finset.sum_nonneg fun m hm => hw (m + 1) (Finset.mem_range.1 hm)
    rw [Finset.sum_range_succ', h0]
    linarith
  -- the weights satisfy the balance condition
  have hstep : ∀ n < N, a n * chargeWeight a b n = b (n + 1) * chargeWeight a b (n + 1) := by
    intro n hn
    have hne := (hb n hn).ne'
    have hs : chargeWeight a b (n + 1) = chargeWeight a b n * (a n / b (n + 1)) := by
      simp only [chargeWeight, Finset.prod_range_succ]
    have hc : b (n + 1) * (a n / b (n + 1)) = a n := by field_simp
    rw [hs]
    linear_combination (-chargeWeight a b n) * hc
  constructor
  · intro h
    have hbal := steady_iff_balance.1 h.steady
    have hp : ∀ n ≤ N, p n = chargeWeight a b n * p 0 := by
      intro n
      induction n with
      | zero => intro _; simp [chargeWeight]
      | succ n ih =>
        intro hn
        apply mul_left_cancel₀ (hb n hn).ne'
        linear_combination a n * ih (by omega) + p 0 * hstep n hn - hbal n hn
    have ht : (∑ m ∈ Finset.range (N + 1), chargeWeight a b m) * p 0 = 1 := by
      rw [← h.total, Finset.sum_mul]
      exact Finset.sum_congr rfl fun n hn =>
        (hp n (Nat.lt_succ_iff.1 (Finset.mem_range.1 hn))).symm
    intro n hn
    rw [chargeProb, eq_div_iff hZ.ne', hp n hn]
    linear_combination chargeWeight a b n * ht
  · intro h
    refine ⟨fun n hn => ?_, ?_, steady_iff_balance.2 fun n hn => ?_⟩
    · rw [h n hn]
      exact div_nonneg (hw n hn) hZ.le
    · have hsum : ∑ n ∈ Finset.range (N + 1), p n = ∑ n ∈ Finset.range (N + 1),
          chargeWeight a b n / ∑ m ∈ Finset.range (N + 1), chargeWeight a b m :=
        Finset.sum_congr rfl fun n hn => h n (Nat.lt_succ_iff.1 (Finset.mem_range.1 hn))
      rw [hsum, ← Finset.sum_div, div_self hZ.ne']
    · rw [h n hn.le, h (n + 1) hn]
      simp only [chargeProb]
      linear_combination (∑ m ∈ Finset.range (N + 1), chargeWeight a b m)⁻¹ * hstep n hn
```

Applied with $s\,b_n$ in place of $b_n$, this theorem supplies exactly one stationary distribution on $0,\dots,N$ for each $s>0$. Another way to model the limit would be to define `P s` as `chargeProb N a (fun n => s * b n)`. The hypothesis `hP` of the limit theorems below, which says that each `P s` with $s>0$ is stationary, would disappear and the theorems would concern explicit rational functions of $s$, but a distribution found by other means would first have to be identified with that formula.

## The charged probability is at most a constant over $s$

In the Lean names below, `ground` stands for charge 0, which need not be the state of lowest energy, and `leakage` for the probability $1-p_0$ of a charged island. Normalisation gives
$$1-p_0=\sum_{n=0}^{N-1}p_{n+1}.$$

```lean
/-- The probability of a charged island is the sum over all nonzero charges. -/
theorem one_sub_ground (h : IsStationary N a b p) :
    1 - p 0 = ∑ n ∈ Finset.range N, p (n + 1) := by
  have ht := h.total
  rw [Finset.sum_range_succ'] at ht
  linarith
```

With the scaled escape rates, balance is $a_np_n=s\,b_{n+1}p_{n+1}$. Dividing by $b_{n+1}$ and summing over the links yields
$$s(1-p_0)=\sum_{n=0}^{N-1}\frac{a_n}{b_{n+1}}\,p_n .$$
The Lean proof compares the two sums term by term.

```lean
/-- With downward rates `s * b n`, the probability of a charged island times `s` is the sum, over
the charges `n` below `N`, of the rate ratio `a n / b (n + 1)` times the probability of charge `n`.
-/
theorem scaled_leakage {s : ℝ} (hb : ∀ n < N, 0 < b (n + 1))
    (h : IsStationary N a (fun n => s * b n) p) :
    s * (1 - p 0) = ∑ n ∈ Finset.range N, a n / b (n + 1) * p n := by
  have h0 := steady_iff_balance.1 h.steady
  have hbal : ∀ n < N, a n * p n = s * b (n + 1) * p (n + 1) := h0
  rw [one_sub_ground h, Finset.mul_sum]
  refine Finset.sum_congr rfl fun n hn => ?_
  have hn' := Finset.mem_range.1 hn
  rw [div_mul_eq_mul_div, eq_div_iff (hb n hn').ne']
  linear_combination -hbal n hn'
```

Each $p_n$ is at most 1, being one term of a nonnegative sum equal to 1. Hence
$$1-p_0\le\frac Cs,\qquad C=\sum_{n=0}^{N-1}\frac{a_n}{b_{n+1}} .$$

```lean
/-- The probability of a charged island is at most a constant, fixed by the rates, over `s`. -/
theorem leakage_le {s : ℝ} (hs : 0 < s) (ha : ∀ n < N, 0 ≤ a n)
    (hb : ∀ n < N, 0 < b (n + 1)) (h : IsStationary N a (fun n => s * b n) p) :
    1 - p 0 ≤ (∑ n ∈ Finset.range N, a n / b (n + 1)) / s := by
  rw [le_div_iff₀ hs, mul_comm, scaled_leakage hb h]
  refine Finset.sum_le_sum fun n hn => ?_
  have hn' := Finset.mem_range.1 hn
  have hp : p n ≤ 1 := by
    rw [← h.total]
    exact Finset.single_le_sum (f := p)
      (fun k hk => h.nonneg k (Nat.lt_succ_iff.1 (Finset.mem_range.1 hk)))
      (Finset.mem_range.2 (by omega))
  exact mul_le_of_le_one_right (div_nonneg (ha n hn') (hb n hn').le) hp
```

## Squeezing the probability of charge 0

The bounds $1-C/s\le p_0(s)\le1$ now force $p_0(s)\to1$. This holds for $N=0$ too, where $p_0=1$ throughout.

The proof turns on the squeeze theorem `tendsto_of_tendsto_of_tendsto_of_le_of_le'`. Its final prime matters: the version without it asks for both inequalities at every real $s$, whereas `hP` says nothing about `P s` when $s\le0$. The primed version asks for them only eventually along `atTop`, the filter that expresses $s\to\infty$. The step `filter_upwards [eventually_gt_atTop 0] with s hs` restricts attention to $s>0$ and hands over that inequality as `hs`, which is what `hP` and `leakage_le` need.

```lean
variable {P : ℝ → ℕ → ℝ}

/-- As the downward rates `s * b n` grow, the stationary probability of charge 0 tends
to 1. -/
theorem tendsto_ground (ha : ∀ n < N, 0 ≤ a n) (hb : ∀ n < N, 0 < b (n + 1))
    (hP : ∀ s > 0, IsStationary N a (fun n => s * b n) (P s)) :
    Tendsto (fun s => P s 0) atTop (𝓝 1) := by
  have hlow : Tendsto (fun s : ℝ => 1 - (∑ n ∈ Finset.range N, a n / b (n + 1)) / s)
      atTop (𝓝 1) := by
    have h0 : Tendsto (fun s : ℝ => (∑ n ∈ Finset.range N, a n / b (n + 1)) / s)
        atTop (𝓝 0) := tendsto_const_nhds.div_atTop tendsto_id
    have h1 := h0.const_sub 1
    rwa [sub_zero] at h1
  refine tendsto_of_tendsto_of_tendsto_of_le_of_le' hlow tendsto_const_nhds ?_ ?_
  · filter_upwards [eventually_gt_atTop 0] with s hs
    linarith [leakage_le hs ha hb (hP s hs)]
  · filter_upwards [eventually_gt_atTop 0] with s hs
    have h1 : 0 ≤ ∑ n ∈ Finset.range N, P s (n + 1) :=
      Finset.sum_nonneg fun n hn => (hP s hs).nonneg (n + 1) (Finset.mem_range.1 hn)
    linarith [one_sub_ground (hP s hs)]
```

## From one probability to the current

For $1\le n<N$, the probability $p_n$ is one term of the sum for $1-p_0$, so $0\le p_n\le1-p_0\to0$. For any numbers $c_n$ independent of $s$, the finite sum therefore satisfies
$$\sum_{n=0}^{N-1}c_np_n(s)\longrightarrow c_0 .$$
Lean writes the limit of each term as `c n * (if n = 0 then (1 : ℝ) else 0)` and adds the limits with `tendsto_finsetSum`. The condition $N\ge1$ ensures that the term $n=0$ is present.

```lean
/-- As the downward rates `s * b n` grow, the sum over the charges `n` below `N` of `c n` times the
stationary probability of charge `n` tends to `c 0`, for any `c` independent of `s`. -/
theorem tendsto_average (hN : 0 < N) (ha : ∀ n < N, 0 ≤ a n) (hb : ∀ n < N, 0 < b (n + 1))
    (hP : ∀ s > 0, IsStationary N a (fun n => s * b n) (P s)) (c : ℕ → ℝ) :
    Tendsto (fun s => ∑ n ∈ Finset.range N, c n * P s n) atTop (𝓝 (c 0)) := by
  have hg := tendsto_ground ha hb hP
  have hterm : ∀ n ∈ Finset.range N, Tendsto (fun s => c n * P s n) atTop
      (𝓝 (c n * (if n = 0 then (1 : ℝ) else 0))) := by
    intro n hn
    refine Tendsto.const_mul (c n) ?_
    rcases n with _ | m
    · rw [if_pos rfl]
      exact hg
    · rw [if_neg (Nat.succ_ne_zero m)]
      have hm : m + 1 < N := Finset.mem_range.1 hn
      have h0 := hg.const_sub 1
      rw [sub_self] at h0
      -- each charged state is squeezed by the total probability of being charged
      refine squeeze_zero' ?_ ?_ h0
      · filter_upwards [eventually_gt_atTop 0] with s hs
        exact (hP s hs).nonneg (m + 1) hm.le
      · filter_upwards [eventually_gt_atTop 0] with s hs
        rw [one_sub_ground (hP s hs)]
        exact Finset.single_le_sum (f := fun k => P s (k + 1))
          (fun k hk => (hP s hs).nonneg (k + 1) (Finset.mem_range.1 hk))
          (Finset.mem_range.2 (by omega))
  have hsum : ∑ n ∈ Finset.range N, c n * (if n = 0 then (1 : ℝ) else 0) = c 0 := by
    rw [Finset.sum_eq_single_of_mem 0 (Finset.mem_range.2 hN) (fun n _ h => by simp [h])]
    simp
  have h := tendsto_finsetSum (Finset.range N) hterm
  rwa [hsum] at h
```

Choosing $c_n=a_n$ gives the current. In words, the theorem says: for an island that can hold at least one electron, with nonnegative entry rates and positive escape rates, any family of stationary distributions has $p_0(s)\to1$ and $I(s)\to a_0$. For $N=1$ the limit is visible directly in
$$p_0=\frac{s\,b_1}{a_0+s\,b_1},\qquad I=a_0\,p_0 .$$

```lean
/-- Fast-escape limit of the island: as the downward rates `s * b n` grow, the stationary
probability of charge 0 tends to 1 and the current tends to the first upward rate `a 0`. -/
theorem fast_escape_limit (hN : 0 < N) (ha : ∀ n < N, 0 ≤ a n)
    (hb : ∀ n < N, 0 < b (n + 1))
    (hP : ∀ s > 0, IsStationary N a (fun n => s * b n) (P s)) :
    Tendsto (fun s => P s 0) atTop (𝓝 1) ∧
      Tendsto (fun s => current N a (P s)) atTop (𝓝 (a 0)) :=
  ⟨tendsto_ground ha hb hP, tendsto_average hN ha hb hP a⟩
```

Choosing $c_n=a_n/b_{n+1}$ turns the exact identity for $s(1-p_0)$ into
$$s\,(1-p_0(s))\longrightarrow\frac{a_0}{b_1}.$$
So when $a_0>0$, the charged probability decays exactly as fast as $1/s$, and its leading coefficient involves only the lowest link. The proof uses `Tendsto.congr'` to replace the weighted sum by $s(1-p_0)$, since the two agree for all $s>0$.

```lean
/-- As the downward rates `s * b n` grow, the stationary probability of a charged island, multiplied
by `s`, tends to `a 0 / b 1`. -/
theorem leakage_asymptotics (hN : 0 < N) (ha : ∀ n < N, 0 ≤ a n)
    (hb : ∀ n < N, 0 < b (n + 1))
    (hP : ∀ s > 0, IsStationary N a (fun n => s * b n) (P s)) :
    Tendsto (fun s => s * (1 - P s 0)) atTop (𝓝 (a 0 / b 1)) := by
  have h := tendsto_average hN ha hb hP (fun n => a n / b (n + 1))
  refine Tendsto.congr' ?_ h
  filter_upwards [eventually_gt_atTop 0] with s hs
  exact (scaled_leakage hb (hP s hs)).symm

end

end CoulombBlockade
```

```lean
#print axioms CoulombBlockade.isStationary_iff
#print axioms CoulombBlockade.fast_escape_limit
#print axioms CoulombBlockade.leakage_asymptotics
```

```
'CoulombBlockade.isStationary_iff' depends on axioms: [propext, Classical.choice, Quot.sound]
'CoulombBlockade.fast_escape_limit' depends on axioms: [propext, Classical.choice, Quot.sound]
'CoulombBlockade.leakage_asymptotics' depends on axioms: [propext, Classical.choice, Quot.sound]
```
